# Squared norm of a zero-wavenumber plane wave orthogonalized to a 1s core state

To find how much norm a zero-wavenumber plane wave loses when it is orthogonalized to a 1s core state, we treat both states as vectors in a complex inner product space and supply their overlap from a radial integral over all space. The identification of this integral with the inner product of the actual wavefunctions is assumed. For a plane wave confined to a finite volume, it is a good approximation when the core orbital has decayed well inside that volume.

In an orthogonalized-plane-wave (OPW) calculation, the squared norm is a diagonal element of the overlap matrix; here it is evaluated at zero wavenumber with one core state. Its departure from 1 is the kind of norm mismatch between a smooth wave and its core-orthogonal partner that norm-conserving pseudopotentials are built to avoid.

```lean
import Mathlib

open MeasureTheory Set
open scoped InnerProductSpace Real

namespace OrthogonalizedPlaneWave

noncomputable section
```

The core orbital is $\varphi(r)=\sqrt{z^3/\pi}\,e^{-zr}$. Here $z>0$ is the orbital exponent, an inverse decay length. In atomic units it equals the nuclear charge for a one-electron ion, but not in general for an atom with several electrons.

```lean
/-- The 1s core orbital `√(z³/π) exp(-z r)` with exponent `z > 0`, at distance `r ≥ 0` from the
nucleus. -/
def coreOrbital (z r : ℝ) : ℝ := √(z ^ 3 / π) * Real.exp (-(z * r))
```

A plane wave of zero wavenumber, normalised to a volume $\Omega>0$, is the constant $\Omega^{-1/2}$. Its overlap with the orbital is

$$t=\frac{1}{\sqrt\Omega}\int_0^\infty 4\pi r^2\varphi(r)\,dr .$$

In Lean, `Ioi (0 : ℝ)` is the range $r>0$, and the angular integration is already contained in the factor $4\pi r^2$.

```lean
/-- The overlap of the core orbital with the plane wave of zero wavenumber, which is the constant
`Ω^(-1/2)` for a normalisation volume `Ω > 0`. -/
def coreOverlap (z Ω : ℝ) : ℝ :=
  1 / √Ω * ∫ r in Ioi (0 : ℝ), 4 * π * r ^ 2 * coreOrbital z r
```

For core states $c_i$ and a plane wave $p$, the OPW is $\chi=p-\sum_i\langle c_i,p\rangle c_i$. It is not renormalised. The inner product is conjugate-linear in its first argument, and the finite type `ι` labels the core states.

```lean
/-- The orthogonalized plane wave: the plane wave `p` minus its projections on the core
states `c i`. -/
def opw {H ι : Type*} [NormedAddCommGroup H] [InnerProductSpace ℂ H] [Fintype ι]
    (c : ι → H) (p : H) : H := p - ∑ i, ⟪c i, p⟫_ℂ • c i
```

## (a) Radial moments of an exponential

Show that, for $z>0$ and $n=0,1,2,\dots$,

$$\int_0^\infty r^n e^{-zr}\,dr=\frac{n!}{z^{n+1}} .$$

Substitute $x=zr$. The integral becomes $z^{-(n+1)}\int_0^\infty x^n e^{-x}dx=\Gamma(n+1)/z^{n+1}$. Integration by parts gives $\Gamma(n+1)=n\,\Gamma(n)$ for $n\ge1$, and $\Gamma(1)=1$, so $\Gamma(n+1)=n!$.

The proof takes the Gamma integral from Mathlib, where the power is a real exponent, and specialises it to natural $n$.

```lean
/-- The radial moment of order `n` of `exp(-z r)` is `n!/z^(n+1)` for `z > 0`. -/
theorem radial_moment (n : ℕ) {z : ℝ} (hz : 0 < z) :
    ∫ r in Ioi (0 : ℝ), r ^ n * Real.exp (-(z * r)) = n.factorial / z ^ (n + 1) := by
  have hn : (0 : ℝ) < n + 1 := by positivity
  have h := Real.integral_rpow_mul_exp_neg_mul_Ioi hn hz
  simp only [add_sub_cancel_right, Real.rpow_natCast, Real.Gamma_nat_eq_factorial] at h
  rw [h, ← Nat.cast_succ, Real.rpow_natCast, one_div, inv_pow, div_eq_mul_inv, mul_comm]
```

## (b) Normalisation of the core orbital

Show that

$$\int_0^\infty 4\pi r^2\varphi(r)^2\,dr=1 .$$

Squaring the orbital doubles the exponent:

$$4\pi r^2\,\frac{z^3}{\pi}\,e^{-2zr}=4z^3\,r^2e^{-2zr}.$$

By (a) with $n=2$ and $2z$ in place of $z$, the integral is $4z^3\cdot 2/(2z)^3=1$.

In the proof, `h` is the pointwise rewriting of the density, and `radial_moment 2` then evaluates the integral.

```lean
/-- The core orbital with exponent `z > 0` is normalised. -/
theorem coreOrbital_normalized {z : ℝ} (hz : 0 < z) :
    ∫ r in Ioi (0 : ℝ), 4 * π * r ^ 2 * coreOrbital z r ^ 2 = 1 := by
  -- the density is again an exponential, with twice the exponent
  have h (r : ℝ) : 4 * π * r ^ 2 * coreOrbital z r ^ 2
      = 4 * z ^ 3 * (r ^ 2 * Real.exp (-(2 * z * r))) := by
    have e : Real.exp (-(2 * z * r)) = Real.exp (-(z * r)) ^ 2 := by
      rw [sq, ← Real.exp_add]
      congr 1
      ring
    have hw : π * (z ^ 3 / π) = z ^ 3 := mul_div_cancel₀ _ Real.pi_ne_zero
    rw [coreOrbital, mul_pow, Real.sq_sqrt (by positivity), e]
    linear_combination (4 * r ^ 2 * Real.exp (-(z * r)) ^ 2) * hw
  simp only [h]
  rw [integral_const_mul, radial_moment 2 (by positivity : 0 < 2 * z), Nat.factorial_two,
    ← mul_div_assoc, div_eq_one_iff_eq (by positivity)]
  push_cast
  ring
```

## (c) Overlap with the constant wave

Show that, for $z,\Omega>0$,

$$t^2=\frac{64\pi}{z^3\Omega}.$$

Again by (a) with $n=2$,

$$t=\frac{1}{\sqrt\Omega}\,4\pi\sqrt{\frac{z^3}{\pi}}\,\frac{2}{z^3}
=\frac{8\pi}{z^3\sqrt\Omega}\sqrt{\frac{z^3}{\pi}} .$$

Squaring gives

$$t^2=\frac{64\pi^2}{z^6\Omega}\cdot\frac{z^3}{\pi}=\frac{64\pi}{z^3\Omega}.$$

The `calc` block follows the same order: it collects the squares, then removes the two square roots with `Real.sq_sqrt`.

The same argument handles the nodeless orbital $\sqrt{z^5/(3\pi)}\,r\,e^{-zr}$. The moment with $n=4$ normalises it, the one with $n=3$ gives its overlap, and the squared overlap is $192\pi/(z^3\Omega)$, three times as large at equal $z$.

```lean
/-- The squared overlap of the core orbital with the plane wave of zero wavenumber is
`64 π / (z³ Ω)`, for `z, Ω > 0`. -/
theorem coreOverlap_sq {z Ω : ℝ} (hz : 0 < z) (hΩ : 0 < Ω) :
    coreOverlap z Ω ^ 2 = 64 * π / (z ^ 3 * Ω) := by
  have h (r : ℝ) : 4 * π * r ^ 2 * coreOrbital z r
      = 4 * π * √(z ^ 3 / π) * (r ^ 2 * Real.exp (-(z * r))) := by
    rw [coreOrbital]
    ring
  have hw : π * (z ^ 3 / π) = z ^ 3 := mul_div_cancel₀ _ Real.pi_ne_zero
  simp only [coreOverlap, h]
  rw [integral_const_mul, radial_moment 2 hz, Nat.factorial_two, Nat.cast_ofNat]
  calc _ = 64 * π ^ 2 * √(z ^ 3 / π) ^ 2 / ((z ^ 3) ^ 2 * √Ω ^ 2) := by
        generalize √(z ^ 3 / π) = a
        ring
    _ = _ := by
        rw [Real.sq_sqrt (by positivity), Real.sq_sqrt hΩ.le,
          div_eq_div_iff (by positivity) (by positivity)]
        linear_combination (64 * π * z ^ 3 * Ω) * hw
```

## (d) Orthogonality to the core

Let the core states be orthonormal. Show that, for every $j$,

$$\langle c_j,\chi\rangle=0 .$$

Insert the definition of $\chi$ and use $\langle c_j,c_i\rangle=\delta_{ji}$:

$$\langle c_j,\chi\rangle=\langle c_j,p\rangle-\sum_i\langle c_i,p\rangle\,\delta_{ji}=0 .$$

In Lean, `H` is any complex inner product space, of finite or infinite dimension, and `p` is any vector in it. The lemma `hc.inner_right_fintype` carries out the sum over the Kronecker delta.

```lean
variable {H ι : Type*} [NormedAddCommGroup H] [InnerProductSpace ℂ H] [Fintype ι]

/-- The orthogonalized plane wave is orthogonal to every state of an orthonormal core. -/
theorem opw_orthogonal {c : ι → H} (hc : Orthonormal ℂ c) (p : H) (j : ι) :
    ⟪c j, opw c p⟫_ℂ = 0 := by
  rw [opw, inner_sub_right]
  exact sub_eq_zero.mpr (hc.inner_right_fintype (fun i => ⟪c i, p⟫_ℂ) j).symm
```

## (e) Norm removed by orthogonalization

For the same orthonormal core, show that

$$\|\chi\|^2=\|p\|^2-\sum_i|\langle c_i,p\rangle|^2 .$$

Write $q=\sum_i\langle c_i,p\rangle c_i$ for the subtracted part, so that $\chi=p-q$. By (d),

$$\langle q,\chi\rangle=\sum_i\overline{\langle c_i,p\rangle}\,\langle c_i,\chi\rangle=0 .$$

Therefore

$$\langle\chi,\chi\rangle=\langle p,\chi\rangle-\langle q,\chi\rangle=\langle p,\chi\rangle
=\langle p,p\rangle-\sum_i\langle c_i,p\rangle\langle p,c_i\rangle .$$

Since $\langle p,c_i\rangle$ is the complex conjugate of $\langle c_i,p\rangle$, each product is $|\langle c_i,p\rangle|^2$.

In the proof, `h0` is the vanishing of $\langle q,\chi\rangle$, `h1` is the resulting complex identity, and `h2` takes its real part. With no core states the sum is empty and $\chi=p$.

```lean
/-- Orthogonalization to an orthonormal core lowers the squared norm of the plane wave by the sum
of its squared core overlaps. -/
theorem opw_norm_sq {c : ι → H} (hc : Orthonormal ℂ c) (p : H) :
    ‖opw c p‖ ^ 2 = ‖p‖ ^ 2 - ∑ i, ‖⟪c i, p⟫_ℂ‖ ^ 2 := by
  -- the subtracted core part is orthogonal to the OPW
  have h0 : ⟪∑ i, ⟪c i, p⟫_ℂ • c i, opw c p⟫_ℂ = 0 := by
    rw [sum_inner]
    exact Finset.sum_eq_zero fun i _ => by
      rw [inner_smul_left, opw_orthogonal hc, mul_zero]
  have h1 : ⟪opw c p, opw c p⟫_ℂ = ⟪p, p⟫_ℂ - ∑ i, ((‖⟪c i, p⟫_ℂ‖ ^ 2 : ℝ) : ℂ) := by
    calc _ = ⟪p, opw c p⟫_ℂ - ⟪∑ i, ⟪c i, p⟫_ℂ • c i, opw c p⟫_ℂ := by
          rw [← inner_sub_left]
          rfl
      _ = ⟪p, p⟫_ℂ - ∑ i, ⟪c i, p⟫_ℂ * ⟪p, c i⟫_ℂ := by
          rw [h0, sub_zero, opw, inner_sub_right, inner_sum]
          simp only [inner_smul_right]
      _ = _ := by
          congr 1
          refine Finset.sum_congr rfl fun i _ => ?_
          rw [← inner_conj_symm p (c i), Complex.mul_conj, Complex.normSq_eq_norm_sq]
  have e (x : H) : (⟪x, x⟫_ℂ).re = ‖x‖ ^ 2 := inner_self_eq_norm_sq (𝕜 := ℂ) x
  have h2 := congrArg Complex.re h1
  rwa [Complex.sub_re, e, e, ← Complex.ofReal_sum, Complex.ofReal_re] at h2
```

## (f) One 1s core state

Let $\|p\|=1$, and let there be one normalised core state $c_0$ with $\langle c_0,p\rangle=t$. Show that

$$\|\chi\|^2=1-\frac{64\pi}{z^3\Omega}.$$

The sum in (e) has one term, so $\|\chi\|^2=1-t^2$, and (c) supplies $t^2$.

The type `Fin 1` has the single index 0. The hypothesis `ht` is where the radial integral enters as the inner product of two abstract vectors.

As $\Omega\to\infty$ at fixed $z$, the squared norm tends to 1. At the other end, the Cauchy–Schwarz inequality requires $t^2\le1$, that is, $z^3\Omega\ge64\pi$. For a smaller volume no pair of vectors meets the hypotheses; at equality $p$ is parallel to $c_0$ and $\chi=0$.

```lean
/-- A normalised plane wave whose overlap with a single normalised core state is that of the 1s
orbital has the OPW squared norm `1 - 64 π / (z³ Ω)`, for `z, Ω > 0`. -/
theorem opw_core_norm_sq {z Ω : ℝ} (hz : 0 < z) (hΩ : 0 < Ω) {c : Fin 1 → H}
    (hc : Orthonormal ℂ c) {p : H} (hp : ‖p‖ = 1) (ht : ⟪c 0, p⟫_ℂ = (coreOverlap z Ω : ℂ)) :
    ‖opw c p‖ ^ 2 = 1 - 64 * π / (z ^ 3 * Ω) := by
  rw [opw_norm_sq hc, hp, Fin.sum_univ_one, ht, Complex.norm_real, Real.norm_eq_abs, sq_abs,
    coreOverlap_sq hz hΩ, one_pow]
```

## (g) Bounds on the squared overlap

For $z=2.69$ and $\Omega=142$, show that

$$0.072<\frac{64\pi}{2.69^3\cdot142}<0.073 .$$

In atomic units these numbers are an exponent in inverse bohr and a volume in cubic bohr, of the size appropriate to the 1s core and the volume per atom in metallic lithium.

The denominator is $2.69^3\cdot142\approx2764.05$. From $3.14<\pi<3.15$ the numerator lies between $200.96$ and $201.6$. The lower bound follows from $0.072\cdot2764.05\approx199.01<200.96$, and the upper bound from $0.073\cdot2764.05\approx201.78>201.6$.

The proof clears the denominator in the same way and uses the same two bounds on $\pi$.

```lean
private lemma overlap_bounds :
    0.072 < 64 * π / (2.69 ^ 3 * 142) ∧ 64 * π / (2.69 ^ 3 * 142) < 0.073 := by
  constructor
  · rw [lt_div_iff₀ (by norm_num)]
    linarith [Real.pi_gt_d2]
  · rw [div_lt_iff₀ (by norm_num)]
    linarith [Real.pi_lt_d2]
```

## (h) Numerical squared norm of the OPW

Under the hypotheses of (f), with $z=2.69$ and $\Omega=142$, show that

$$0.927<\|\chi\|^2<0.928 .$$

By (f) the squared norm is 1 minus the quantity bounded in (g). It therefore lies between $1-0.073$ and $1-0.072$. Orthogonalization to this one core state removes a little over 7 per cent of the squared norm.

Lean rewrites with `opw_core_norm_sq`, and `linarith` subtracts the bounds from 1.

```lean
/-- For `z = 2.69` and `Ω = 142` the squared norm of the OPW, built from a normalised plane wave
and a single normalised core state with the 1s overlap, lies between 0.927 and 0.928. -/
theorem opw_norm_sq_bounds {c : Fin 1 → H} (hc : Orthonormal ℂ c) {p : H} (hp : ‖p‖ = 1)
    (ht : ⟪c 0, p⟫_ℂ = (coreOverlap 2.69 142 : ℂ)) :
    0.927 < ‖opw c p‖ ^ 2 ∧ ‖opw c p‖ ^ 2 < 0.928 := by
  rw [opw_core_norm_sq (by norm_num) (by norm_num) hc hp ht]
  obtain ⟨h1, h2⟩ := overlap_bounds
  constructor <;> linarith
```

## (i) A pair of vectors with the required overlap

Take $t$ at $z=2.69$, $\Omega=142$. Show that in $\mathbb C^2$ the vectors

$$c_0=(1,0),\qquad p=\bigl(t,\sqrt{1-t^2}\bigr)$$

satisfy

$$\|c_0\|=\|p\|=1,\qquad \langle c_0,p\rangle=t .$$

By (c) and (g), $t^2<0.073$, so the square root is real. Then $\|p\|^2=t^2+(1-t^2)=1$, and $\langle c_0,p\rangle=1\cdot t+0\cdot\sqrt{1-t^2}=t$. The norm of $c_0$ is plainly 1.

The statement in (h) thus applies to at least one pair of vectors. The two components of $p$ are its parts along the core state and orthogonal to it; they are not values of a wavefunction in space. In Lean, `!₂[1, 0]` denotes a vector with the Euclidean norm, and the condition `Orthonormal` for a one-member family reduces to normalisation.

```lean
/-- In `ℂ²` the core state `(1, 0)` and the plane wave `(t, √(1 - t²))`, with `t` the 1s overlap
for `z = 2.69` and `Ω = 142`, are normalised and have overlap `t`. -/
theorem opw_norm_sq_bounds_witness :
    Orthonormal ℂ (fun _ : Fin 1 => (!₂[1, 0] : EuclideanSpace ℂ (Fin 2))) ∧
    ‖(!₂[(coreOverlap 2.69 142 : ℂ), (√(1 - coreOverlap 2.69 142 ^ 2) : ℂ)] :
      EuclideanSpace ℂ (Fin 2))‖ = 1 ∧
    ⟪(!₂[1, 0] : EuclideanSpace ℂ (Fin 2)),
      !₂[(coreOverlap 2.69 142 : ℂ), (√(1 - coreOverlap 2.69 142 ^ 2) : ℂ)]⟫_ℂ
      = (coreOverlap 2.69 142 : ℂ) := by
  have h : 0 ≤ 1 - coreOverlap 2.69 142 ^ 2 := by
    rw [coreOverlap_sq (by norm_num) (by norm_num)]
    linarith [overlap_bounds.2]
  generalize coreOverlap 2.69 142 = t at h ⊢
  refine ⟨⟨fun _ => ?_, fun i j hij => absurd (Subsingleton.elim i j) hij⟩, ?_, ?_⟩
  · simp [EuclideanSpace.norm_eq]
  · rw [EuclideanSpace.norm_eq, Real.sqrt_eq_one, Fin.sum_univ_two]
    simp [Real.sq_sqrt h]
  · simp [PiLp.inner_apply, Fin.sum_univ_two]

end

end OrthogonalizedPlaneWave
```

```lean
#print axioms OrthogonalizedPlaneWave.coreOrbital_normalized
#print axioms OrthogonalizedPlaneWave.opw_core_norm_sq
#print axioms OrthogonalizedPlaneWave.opw_norm_sq_bounds
```

```
'OrthogonalizedPlaneWave.coreOrbital_normalized' depends on axioms: [propext, Classical.choice, Quot.sound]
'OrthogonalizedPlaneWave.opw_core_norm_sq' depends on axioms: [propext, Classical.choice, Quot.sound]
'OrthogonalizedPlaneWave.opw_norm_sq_bounds' depends on axioms: [propext, Classical.choice, Quot.sound]
```
